# A Product Trial State Bounds log Z of a Finite Ising Model from Below

Without a known sign for the error, a mean-field estimate of log Z could lie on either side of the exact value, and of two estimates from different magnetizations the larger could be the worse one. For finitely many Ising spins with pair couplings and local fields, the theorem below fixes the sign: the mean-field value, which is −β times the average energy of independent spins plus their entropy (natural logarithms, in units of Boltzmann's constant), never exceeds log Z.

In Lean 4 with Mathlib:

```lean
import Mathlib

open Finset

namespace IsingMeanFieldBound

noncomputable section

/-- The value `+1` or `-1` of an Ising spin. -/
def spin : Bool → ℝ
  | true => 1
  | false => -1

/-- Ising energy with pair couplings `J i j` for `i < j` and local fields `h i`. -/
def energy {n : ℕ} (J : Fin n → Fin n → ℝ) (h : Fin n → ℝ) (s : Fin n → Bool) : ℝ :=
  -(∑ i, ∑ j ∈ Ioi i, J i j * spin (s i) * spin (s j)) - ∑ i, h i * spin (s i)

/-- The canonical partition function, a sum over all spin configurations. -/
def partitionFunction {n : ℕ} (β : ℝ) (J : Fin n → Fin n → ℝ) (h : Fin n → ℝ) : ℝ :=
  ∑ s : Fin n → Bool, Real.exp (-β * energy J h s)

/-- The weight of a spin value on a single site with magnetization `m`. -/
def siteWeight (m : ℝ) (b : Bool) : ℝ := (1 + m * spin b) / 2

/-- The mean-field trial state: independent spins with magnetizations `m i`. -/
def productWeight {n : ℕ} (m : Fin n → ℝ) (s : Fin n → Bool) : ℝ :=
  ∏ i, siteWeight (m i) (s i)

/-- The mean-field functional: minus `β` times the mean-field energy, plus the
binary entropies of the sites. -/
def meanFieldFunctional {n : ℕ} (β : ℝ) (J : Fin n → Fin n → ℝ) (h m : Fin n → ℝ) : ℝ :=
  β * (∑ i, ∑ j ∈ Ioi i, J i j * m i * m j + ∑ i, h i * m i)
    + ∑ i, Real.binEntropy ((1 + m i) / 2)

variable {n : ℕ}

/-- In the trial state the average of a product of single-site quantities is the
product of their single-site averages. -/
theorem product_average (m : Fin n → ℝ) (g : Fin n → Bool → ℝ) :
    ∑ s, productWeight m s * ∏ k, g k (s k) = ∏ k, ∑ b, siteWeight (m k) b * g k b := by
  simp only [productWeight, ← prod_mul_distrib]
  rw [prod_univ_sum, Fintype.piFinset_univ]

/-- The weights of the trial state sum to one. -/
theorem productWeight_sum (m : Fin n → ℝ) : ∑ s, productWeight m s = 1 := by
  have key := product_average m (fun _ _ => 1)
  simp only [prod_const_one, mul_one] at key
  rw [key]
  refine prod_eq_one fun i _ => ?_
  simp only [Fintype.sum_bool, siteWeight, spin]
  ring

/-- The average of a quantity on site `i` involves only the weight of that site. -/
theorem site_average (m : Fin n → ℝ) (i : Fin n) (f : Bool → ℝ) :
    ∑ s, productWeight m s * f (s i) = ∑ b, siteWeight (m i) b * f b := by
  have hk : ∀ k, (∑ b, siteWeight (m k) b * (if k = i then f b else 1))
      = if k = i then ∑ b, siteWeight (m k) b * f b else 1 := by
    intro k
    by_cases h : k = i
    · simp only [if_pos h]
    · simp only [if_neg h, Fintype.sum_bool, siteWeight, spin]
      ring
  have key := product_average m (fun k b => if k = i then f b else 1)
  simp only [hk, prod_ite_eq', mem_univ, if_true] at key
  exact key

/-- Spins on distinct sites are uncorrelated in the trial state: the average of
`s i * s j` is `m i * m j`. -/
theorem pair_average (m : Fin n → ℝ) {i j : Fin n} (hij : i ≠ j) :
    ∑ s, productWeight m s * (spin (s i) * spin (s j)) = m i * m j := by
  have hk : ∀ k, (∑ b, siteWeight (m k) b *
      ((if k = i then spin b else 1) * (if k = j then spin b else 1)))
      = (if k = i then m k else 1) * (if k = j then m k else 1) := by
    intro k
    by_cases h1 : k = i
    · have h2 : k ≠ j := fun h => hij (h1.symm.trans h)
      simp only [if_pos h1, if_neg h2, Fintype.sum_bool, siteWeight, spin]
      ring
    · by_cases h2 : k = j
      · simp only [if_neg h1, if_pos h2, Fintype.sum_bool, siteWeight, spin]
        ring
      · simp only [if_neg h1, if_neg h2, Fintype.sum_bool, siteWeight, spin]
        ring
  have key := product_average m
    (fun k b => (if k = i then spin b else 1) * (if k = j then spin b else 1))
  simp only [hk, prod_mul_distrib, prod_ite_eq', mem_univ, if_true] at key
  exact key

/-- Gibbs variational principle on a finite state space with Boltzmann exponents `x a`:
average exponent plus entropy is at most `log Z`, with equality exactly for the
Boltzmann distribution. -/
theorem gibbs_variational {α : Type*} [Fintype α] [Nonempty α] (x p : α → ℝ)
    (hp : ∀ a, 0 ≤ p a) (hp1 : ∑ a, p a = 1) :
    ∑ a, p a * (x a - Real.log (p a)) ≤ Real.log (∑ a, Real.exp (x a)) ∧
    (∑ a, p a * (x a - Real.log (p a)) = Real.log (∑ a, Real.exp (x a)) ↔
      ∀ a, p a = Real.exp (x a) / ∑ b, Real.exp (x b)) := by
  have hZ : 0 < ∑ a, Real.exp (x a) := sum_pos (fun a _ => Real.exp_pos _) univ_nonempty
  obtain ⟨Z, hZdef⟩ : ∃ Z, Z = ∑ a, Real.exp (x a) := ⟨_, rfl⟩
  rw [← hZdef] at hZ ⊢
  have hq : ∑ a, Real.exp (x a) / Z = 1 := by
    rw [← sum_div, ← hZdef, div_self hZ.ne']
  -- pointwise: p log (q / p) < q - p unless p = q
  have hlt : ∀ u q : ℝ, 0 ≤ u → 0 < q → u ≠ q →
      0 < (q - u) - u * (Real.log q - Real.log u) := by
    intro u q hu hq0 hne
    rcases hu.eq_or_lt with h0 | h0
    · rw [← h0]
      linarith
    · have h1 : q / u ≠ 1 := fun h => hne ((div_eq_one_iff_eq h0.ne').mp h).symm
      have h2 := Real.log_lt_sub_one_of_pos (div_pos hq0 h0) h1
      rw [Real.log_div hq0.ne' h0.ne'] at h2
      have h3 := mul_lt_mul_of_pos_left h2 h0
      have h4 : u * (q / u - 1) = q - u := by field_simp
      linarith
  have hnn : ∀ a, 0 ≤ (Real.exp (x a) / Z - p a)
      - p a * (Real.log (Real.exp (x a) / Z) - Real.log (p a)) := by
    intro a
    by_cases h : p a = Real.exp (x a) / Z
    · rw [← h]
      simp
    · exact (hlt _ _ (hp a) (div_pos (Real.exp_pos _) hZ) h).le
  -- the sum of these gaps is the gap in the variational principle
  have hgap : ∑ a, ((Real.exp (x a) / Z - p a)
      - p a * (Real.log (Real.exp (x a) / Z) - Real.log (p a)))
      = Real.log Z - ∑ a, p a * (x a - Real.log (p a)) := by
    calc _ = ∑ a, (Real.exp (x a) / Z - p a + p a * Real.log Z
          - p a * (x a - Real.log (p a))) := by
          refine sum_congr rfl fun a _ => ?_
          rw [Real.log_div (Real.exp_ne_zero _) hZ.ne', Real.log_exp]
          ring
      _ = _ := by
          rw [sum_sub_distrib, sum_add_distrib, sum_sub_distrib, ← sum_mul, hq, hp1]
          ring
  have hsum := sum_nonneg (s := univ) fun a _ => hnn a
  refine ⟨by linarith, fun h => ?_, fun h => ?_⟩
  · intro a
    by_contra hne
    have h1 := hlt _ _ (hp a) (div_pos (Real.exp_pos (x a)) hZ) hne
    have h2 := single_le_sum (fun a _ => hnn a) (mem_univ a)
    linarith
  · have h0 := sum_eq_zero (s := univ) fun a _ => show (Real.exp (x a) / Z - p a)
      - p a * (Real.log (Real.exp (x a) / Z) - Real.log (p a)) = 0 by
        rw [← h a]
        simp
    linarith

/-- The Gibbs functional evaluated in the trial state is the mean-field functional. -/
theorem gibbs_functional_product (β : ℝ) (J : Fin n → Fin n → ℝ) (h m : Fin n → ℝ) :
    ∑ s, productWeight m s * (-β * energy J h s - Real.log (productWeight m s))
      = meanFieldFunctional β J h m := by
  have hJ : ∑ s, productWeight m s * (∑ i, ∑ j ∈ Ioi i, J i j * spin (s i) * spin (s j))
      = ∑ i, ∑ j ∈ Ioi i, J i j * m i * m j := by
    simp only [mul_sum]
    rw [sum_comm]
    refine sum_congr rfl fun i _ => ?_
    rw [sum_comm]
    refine sum_congr rfl fun j hj => ?_
    rw [mul_assoc (J i j) (m i), ← pair_average m (ne_of_lt (mem_Ioi.mp hj)), mul_sum]
    exact sum_congr rfl fun s _ => by ring
  have hh : ∑ s, productWeight m s * (∑ i, h i * spin (s i)) = ∑ i, h i * m i := by
    simp only [mul_sum]
    rw [sum_comm]
    refine sum_congr rfl fun i _ => ?_
    have h1 : ∑ s, productWeight m s * spin (s i) = m i := by
      rw [site_average m i spin]
      simp only [Fintype.sum_bool, siteWeight, spin]
      ring
    conv_rhs => rw [← h1, mul_sum]
    exact sum_congr rfl fun s _ => by ring
  -- the logarithm of the product weight is a sum over sites
  have hS : ∑ s, productWeight m s * Real.log (productWeight m s)
      = -∑ i, Real.binEntropy ((1 + m i) / 2) := by
    have h1 : ∀ s, productWeight m s * Real.log (productWeight m s)
        = ∑ i, productWeight m s * Real.log (siteWeight (m i) (s i)) := by
      intro s
      by_cases h0 : productWeight m s = 0
      · simp [h0]
      · have h2 : Real.log (productWeight m s)
            = ∑ i, Real.log (siteWeight (m i) (s i)) := by
          unfold productWeight at h0 ⊢
          apply Real.log_prod
          intro i _
          exact prod_ne_zero_iff.mp h0 i (mem_univ i)
        rw [h2, mul_sum]
    rw [sum_congr rfl fun s _ => h1 s, sum_comm, ← sum_neg_distrib]
    refine sum_congr rfl fun i _ => ?_
    rw [site_average m i (fun b => Real.log (siteWeight (m i) b))]
    have h3 : 1 - (1 + m i) / 2 = (1 + m i * -1) / 2 := by ring
    simp only [Fintype.sum_bool, siteWeight, spin, Real.binEntropy, Real.log_inv, h3, mul_one]
    ring
  calc _ = ∑ s, (β * (productWeight m s * (∑ i, ∑ j ∈ Ioi i, J i j * spin (s i) * spin (s j)))
        + β * (productWeight m s * (∑ i, h i * spin (s i)))
        - productWeight m s * Real.log (productWeight m s)) :=
        sum_congr rfl fun s _ => by unfold energy; ring
    _ = _ := by
        rw [sum_sub_distrib, sum_add_distrib, ← mul_sum, ← mul_sum, hJ, hh, hS]
        unfold meanFieldFunctional
        ring

/-- Mean-field variational bound: for all magnetizations in `[-1, 1]` the mean-field
functional is at most `log Z`, with equality exactly when the trial state is the
Boltzmann distribution. -/
theorem meanField_bound (β : ℝ) (J : Fin n → Fin n → ℝ) (h m : Fin n → ℝ)
    (hm : ∀ i, m i ∈ Set.Icc (-1 : ℝ) 1) :
    meanFieldFunctional β J h m ≤ Real.log (partitionFunction β J h) ∧
    (meanFieldFunctional β J h m = Real.log (partitionFunction β J h) ↔
      ∀ s, productWeight m s = Real.exp (-β * energy J h s) / partitionFunction β J h) := by
  have hp : ∀ s, 0 ≤ productWeight m s := by
    intro s
    refine prod_nonneg fun i _ => ?_
    obtain ⟨h1, h2⟩ := hm i
    unfold siteWeight
    cases s i <;> simp only [spin] <;> linarith
  rw [← gibbs_functional_product]
  exact gibbs_variational (fun s => -β * energy J h s) _ hp (productWeight_sum m)

/-- A site with magnetization `tanh x` carries the Boltzmann weights of a single spin
with reduced field `x`. -/
theorem siteWeight_tanh (x : ℝ) (b : Bool) :
    siteWeight (Real.tanh x) b = Real.exp (x * spin b) / (2 * Real.cosh x) := by
  have hc := (Real.cosh_pos x).ne'
  cases b
  · simp only [siteWeight, spin, Real.tanh_eq_sinh_div_cosh, mul_neg, mul_one]
    rw [← Real.cosh_sub_sinh x]
    field_simp
    ring
  · simp only [siteWeight, spin, Real.tanh_eq_sinh_div_cosh, mul_one]
    rw [← Real.cosh_add_sinh x]
    field_simp

/-- Without couplings the bound is attained at the magnetizations `tanh (β * h i)`. -/
theorem meanField_exact_of_free (β : ℝ) (h : Fin n → ℝ) :
    meanFieldFunctional β 0 h (fun i => Real.tanh (β * h i))
      = Real.log (partitionFunction β 0 h) := by
  have hm : ∀ i, Real.tanh (β * h i) ∈ Set.Icc (-1 : ℝ) 1 := by
    intro i
    have hc := Real.cosh_pos (β * h i)
    have hb : ∀ b, 0 ≤ siteWeight (Real.tanh (β * h i)) b := by
      intro b
      rw [siteWeight_tanh]
      positivity
    have h1 := hb true
    have h2 := hb false
    simp only [siteWeight, spin] at h1 h2
    constructor <;> linarith
  refine (meanField_bound β 0 h _ hm).2.mpr ?_
  have hC : (∏ i, (2 * Real.cosh (β * h i))) ≠ 0 :=
    prod_ne_zero_iff.mpr fun i _ => mul_ne_zero two_ne_zero (Real.cosh_pos _).ne'
  have hw : ∀ s, productWeight (fun i => Real.tanh (β * h i)) s
      = Real.exp (-β * energy 0 h s) / ∏ i, (2 * Real.cosh (β * h i)) := by
    intro s
    have hen : -β * energy 0 h s = ∑ i, β * h i * spin (s i) := by
      simp only [energy, Pi.zero_apply, zero_mul, sum_const_zero, neg_zero, zero_sub,
        neg_mul_neg, mul_sum, mul_assoc]
    rw [hen, Real.exp_sum, ← prod_div_distrib]
    exact prod_congr rfl fun i _ => siteWeight_tanh _ _
  -- normalization identifies the product of 2 cosh with the partition function
  have hZ : partitionFunction β 0 h = ∏ i, (2 * Real.cosh (β * h i)) := by
    have h1 := productWeight_sum (fun i => Real.tanh (β * h i))
    rw [sum_congr rfl fun s _ => hw s, ← sum_div] at h1
    exact (div_eq_one_iff_eq hC).mp h1
  intro s
  rw [hZ]
  exact hw s

end

end IsingMeanFieldBound
```

```lean
#print axioms IsingMeanFieldBound.meanField_bound
#print axioms IsingMeanFieldBound.meanField_exact_of_free
```

```
'IsingMeanFieldBound.meanField_bound' depends on axioms: [propext, Classical.choice, Quot.sound]
'IsingMeanFieldBound.meanField_exact_of_free' depends on axioms: [propext, Classical.choice, Quot.sound]
```

## The model and the inequality

There are n spins s_i = ±1, with energy

E(s) = −∑_{i<j} J_ij s_i s_j − ∑_i h_i s_i

and partition function Z = ∑_s exp(−βE(s)). Choose a number m_i in [−1, 1] for each site, and write H(p) = −p log p − (1−p) log(1−p) for the binary entropy, with natural logarithms and 0 log 0 = 0. The mean-field functional is

Φ(m) = β(∑_{i<j} J_ij m_i m_j + ∑_i h_i m_i) + ∑_i H((1+m_i)/2).

The theorem `meanField_bound` states that Φ(m) ≤ log Z. It also says when the two sides agree: exactly when the trial state defined below is the Boltzmann distribution.

In the file a configuration is a map `Fin n → Bool`, and `spin` turns each Boolean into +1 or −1. The sum over `j ∈ Ioi i` runs over j > i, so each pair is counted once; only the entries of `J` above the diagonal matter, and no symmetry of `J` is required. The couplings may have any sign and range. The inverse temperature `β` is any real number. For β > 0, dividing by −β turns the statement into the familiar upper bound on the free energy −(log Z)/β.

The spins are classical and n is finite. The theorem gives no estimate of the gap and says nothing about the thermodynamic limit or a phase transition.

## Averages over independent spins

The trial state gives each site its own weight and multiplies them:

w_i(b) = (1 + m_i b)/2 for b = ±1,
p(s) = ∏_i w_i(s_i).

These are `siteWeight` and `productWeight`. Since |m_i| ≤ 1, no weight is negative. For any single-site functions g_k, expanding a product of sums gives

∑_s p(s) ∏_k g_k(s_k) = ∏_k ∑_b w_k(b) g_k(b),

which is `product_average`. Three choices of g_k supply what is needed:

- With every g_k = 1, each factor is (1+m_k)/2 + (1−m_k)/2 = 1, so p is normalized (`productWeight_sum`).
- With a function f on site i and 1 elsewhere, only site i contributes (`site_average`). For f(b) = b the average is (1+m_i)/2 − (1−m_i)/2 = m_i.
- With the spin on two distinct sites i and j and 1 elsewhere, the average of s_i s_j is m_i m_j (`pair_average`). The sites must differ, because s_i² is always 1.

The average of −βE is therefore

−β⟨E⟩ = β(∑_{i<j} J_ij m_i m_j + ∑_i h_i m_i).

The logarithm of p(s) is a sum over sites wherever p(s) > 0, and configurations of zero weight contribute nothing, so the entropy is

−∑_s p(s) log p(s) = −∑_i ∑_b w_i(b) log w_i(b) = ∑_i H((1+m_i)/2).

Adding the two lines gives

∑_s p(s)(−βE(s) − log p(s)) = Φ(m),

which is `gibbs_functional_product`. Its proof treats the coupling term, the field term and the entropy separately, as `hJ`, `hh` and `hS`. In each, `sum_comm` moves the sum over configurations inside the sum over sites, where the averages above apply.

## Why no distribution exceeds log Z

The inequality itself has nothing to do with spins. On a finite nonempty state space, let x(a) be the Boltzmann exponents, Z = ∑_a exp(x(a)) and q(a) = exp(x(a))/Z. Let p be any probability distribution. Where p(a) > 0, the inequality log y ≤ y − 1 with y = q(a)/p(a), multiplied by p(a), gives

p(a)(log q(a) − log p(a)) ≤ q(a) − p(a).

Where p(a) = 0 the left side is 0 and the right side is positive. Summing over a makes the right side 1 − 1 = 0. Inserting log q(a) = x(a) − log Z then yields

∑_a p(a)(x(a) − log p(a)) ≤ log Z.

Since log y = y − 1 only at y = 1, each term is strict unless p(a) = q(a). Equality of the sums therefore forces p = q everywhere, and p = q clearly gives equality.

The proof of `gibbs_variational` follows this route. The strict pointwise inequality is `hlt`, and `hgap` identifies the sum of the pointwise gaps with log Z minus the functional. For the equality case, `single_le_sum` bounds one gap by the total, so a single state with p(a) ≠ q(a) already makes the total positive.

With x(s) = −βE(s) and p the trial state, this is the mean-field bound. The proof of `meanField_bound` checks that the weights are nonnegative, rewrites Φ(m) by `gibbs_functional_product` and applies `gibbs_variational`.

## Exactness without couplings

If all J_ij vanish, set m_i = tanh(βh_i). The identity 1 ± tanh x = exp(±x)/cosh x, which `siteWeight_tanh` proves after division by two, gives

w_i(b) = exp(βh_i b)/(2 cosh(βh_i)).

Multiplying over sites gives

p(s) = exp(−βE(s))/∏_i 2 cosh(βh_i).

Because p sums to one, the denominator must be Z. The trial state is then the Boltzmann distribution, and the equality case gives Φ(m) = log Z. This is `meanField_exact_of_free`, which obtains Z from normalization in the same way.

## Two coupled spins in numbers

Take sites 0 and 1 with β = 1, J_01 = 2 and no fields. Two configurations have energy −2 and two have energy +2, so

Z = 2e² + 2e⁻² = 4 cosh 2, log Z ≈ 2.711.

With m_0 = m_1 = m the functional is 2m² + 2H((1+m)/2):

- m = 0 gives 2 log 2 ≈ 1.386.
- m = 0.9 gives 1.62 + 2H(0.95) ≈ 1.62 + 0.397 = 2.017.

Both lie below log Z, and the larger is the better estimate. Yet the exact average of each spin is zero by symmetry, so a better value of log Z need not come with a better magnetization.

## Self-consistency and simulation

Setting the derivative of Φ with respect to m_i to zero, for |m_i| < 1, gives the mean-field equation

m_i = tanh(β(h_i + ∑_{j≠i} J_ij m_j)),

where J_ij now denotes the one coupling of the pair, in either order. This equation is a consequence of calculus that the file leaves aside; the bound holds whether or not the m_i solve it. When several solutions exist, any with the largest Φ gives the tightest bound among them; without fields, m and −m tie.

For a finite classical Ising model, the bound also offers a check on simulation: an estimate of log Z that falls below Φ(m) by many times its statistical error suggests a fault in the sampling or the analysis. A shortfall of about one statistical error can be chance, and an estimate above Φ(m) may still be wrong.
